# The Laplacian form of the kinetic matrix plus its adjoint can fail to be positive semidefinite even when the overlap matrix is positive semidefinite

The Laplacian form of the kinetic matrix has entries |q_H|² O(G,H), where O is the overlap matrix and q_H the wave vector of plane wave H, with no physical prefactor. The lemma takes two plane waves in one dimension, with wave vectors 0 and 1 and an overlap matrix whose entries are all 1, and states that this overlap is positive semidefinite while the Laplacian form plus its adjoint is not. For the first half, the attempt writes the overlap as AᴴA, with A the row (1, 1). For the second it takes the coefficients (−2, 1), at which the quadratic form of the summed matrix has the negative value −2.

In Lean, a first try:

```lean
import Mathlib

open Matrix
open scoped ComplexOrder

namespace InterstitialKineticMatrix

noncomputable section

variable {n d : Type*} [Fintype n] [Fintype d]

/-- Laplacian form of the kinetic matrix: the entry between plane waves `G` and `H` is
`|q_H|² O(G,H)`. -/
def lapKinetic (q : n → d → ℝ) (O : Matrix n n ℂ) : Matrix n n ℂ :=
  Matrix.of fun G H => ((q H ⬝ᵥ q H : ℝ) : ℂ) * O G H

/-- For two plane waves with wave vectors 0 and 1 and the all-ones overlap matrix, the overlap is
positive semidefinite but the Laplacian form plus its adjoint is not. -/
theorem symmetrised_lapKinetic_not_posSemidef :
    (!![1, 1; 1, 1] : Matrix (Fin 2) (Fin 2) ℂ).PosSemidef ∧
      ¬ (lapKinetic (![![0], ![1]] : Fin 2 → Fin 1 → ℝ) !![1, 1; 1, 1] +
        (lapKinetic (![![0], ![1]] : Fin 2 → Fin 1 → ℝ) !![1, 1; 1, 1])ᴴ).PosSemidef := by
  constructor
  · have e : (!![1, 1; 1, 1] : Matrix (Fin 2) (Fin 2) ℂ) =
        (!![1, 1] : Matrix (Fin 1) (Fin 2) ℂ)ᴴ * !![1, 1] := by
      ext i j
      fin_cases i <;> fin_cases j <;> simp [Matrix.mul_apply]
    rw [e]
    exact posSemidef_conjTranspose_mul_self _
  · intro h
    -- the coefficients (-2, 1) have negative energy
    have h1 := h.dotProduct_mulVec_nonneg ![-2, 1]
    have e : star (![-2, 1] : Fin 2 → ℂ) ⬝ᵥ
        ((lapKinetic (![![0], ![1]] : Fin 2 → Fin 1 → ℝ) !![1, 1; 1, 1] +
          (lapKinetic (![![0], ![1]] : Fin 2 → Fin 1 → ℝ) !![1, 1; 1, 1])ᴴ) *ᵥ
            ![-2, 1]) = -2 := by
      norm_num [lapKinetic, dotProduct, mulVec, Fin.sum_univ_succ, Matrix.add_apply,
        conjTranspose_apply]
    rw [e] at h1
    have h2 := (Complex.le_def.1 h1).1
    norm_num at h2

end

end InterstitialKineticMatrix
```

The error:

```
Main.lean:25:8: error(lean.synthInstanceFailed): failed to synthesize instance of type class
  HMul (Matrix (Fin 2) (Fin 1) ℂ) (Matrix (Fin 1) (Fin 2) ℕ) (Matrix (Fin 2) (Fin 2) ℂ)

Hint: Type class instance resolution failures can be inspected with the `set_option trace.Meta.synthInstance true` command.
Main.lean:25:61: error: unsolved goals
case «0».«0»
⊢ 1 = (!![1, 1]ᴴ * !![1, 1]) 0 0

case «0».«1»
⊢ 1 = (!![1, 1]ᴴ * !![1, 1]) 0 1

case «1».«0»
⊢ 1 = (!![1, 1]ᴴ * !![1, 1]) 1 0

case «1».«1»
⊢ 1 = (!![1, 1]ᴴ * !![1, 1]) 1 1
Main.lean:28:8: error(lean.unknownIdentifier): Unknown identifier `e`
Main.lean:36:30: error: unsolved goals
h : (lapKinetic ![![0], ![1]] !![1, 1; 1, 1] + (lapKinetic ![![0], ![1]] !![1, 1; 1, 1])ᴴ).PosSemidef
h1 :
  0 ≤
    star ![-2, 1] ⬝ᵥ (lapKinetic ![![0], ![1]] !![1, 1; 1, 1] + (lapKinetic ![![0], ![1]] !![1, 1; 1, 1])ᴴ) *ᵥ ![-2, 1]
⊢ (starRingEnd ℂ) 2 = 2
Main.lean:27:44: warning: This simp argument is unused:
  Matrix.mul_apply

Hint: Omit it from the simp argument list.
  [apply] simp

Note: This linter can be disabled with `set_option linter.unusedSimpArgs false`
```

In the product that defines `e`, only the first `!![1, 1]` has a stated type. Matrix multiplication may join factors of different types, so the second was not made complex by its neighbour, and its entries were read as natural numbers. Lean found no `HMul` instance for a complex matrix times a natural-number one. The four unsolved entries follow from this, since `simp` could not unfold a product that has no instance, and so does the warning that `Matrix.mul_apply` is unused. The unknown `e` at `rw [e]` is a further consequence of the failed `have`. Stating the type of the second factor as well cures all of these.

The last error is separate. In computing the quadratic form, `norm_num` reduces the goal to `(starRingEnd ℂ) 2 = 2`, which says that the complex conjugate of 2 is 2, and stops there. The added line closes it with `map_ofNat`, by which a ring homomorphism such as conjugation sends a numeral to the same numeral.

After these edits no error is left:

```diff
@@ -23,5 +23,5 @@
   constructor
   · have e : (!![1, 1; 1, 1] : Matrix (Fin 2) (Fin 2) ℂ) =
-        (!![1, 1] : Matrix (Fin 1) (Fin 2) ℂ)ᴴ * !![1, 1] := by
+        (!![1, 1] : Matrix (Fin 1) (Fin 2) ℂ)ᴴ * (!![1, 1] : Matrix (Fin 1) (Fin 2) ℂ) := by
       ext i j
       fin_cases i <;> fin_cases j <;> simp [Matrix.mul_apply]
@@ -37,4 +37,5 @@
       norm_num [lapKinetic, dotProduct, mulVec, Fin.sum_univ_succ, Matrix.add_apply,
         conjTranspose_apply]
+      exact map_ofNat (starRingEnd ℂ) 2
     rw [e] at h1
     have h2 := (Complex.le_def.1 h1).1
```
